# A self-orthogonal eigenvector of a complex symmetric matrix has a multiple eigenvalue

First-order perturbation theory for a resonance can end in a division by zero. Let H be a complex symmetric Hamiltonian with a resonance state v, and let W be a symmetric perturbation of strength ε. The usual first-order formula for the energy shift is

ε vᵀWv / vᵀv,

with no complex conjugation, so vᵀv can vanish although v does not. The theorem below places this failure: it can occur only where the eigenvalue is at least a double root of the characteristic polynomial. So if complex scaling or an absorbing potential leads to a finite complex symmetric matrix, a simple eigenvalue never gives a zero denominator. If v is scaled to unit length in the usual norm, with conjugation, the denominator can still be very small near a multiple eigenvalue.

In Lean 4 with Mathlib:

```lean
import Mathlib

open Matrix Polynomial

namespace SelfOrthogonalResonance

variable {n : Type*} [Fintype n] [DecidableEq n]
```

The finite type `n` labels the basis states. Replacing the open system by a finite, energy-independent matrix is a step taken before the theorems apply.

```lean
/-- The characteristic polynomial of `H` at the energy `z` is the secular determinant
`det (z - H)`. -/
theorem secular_determinant (H : Matrix n n ℂ) (z : ℂ) :
    H.charpoly.eval z = (z • (1 : Matrix n n ℂ) - H).det := by
  rw [Matrix.charpoly, _root_.eval_det, Matrix.matPolyEquiv_charmatrix, Polynomial.eval_sub,
    Polynomial.eval_X, Polynomial.eval_C, Matrix.scalar_apply, Matrix.smul_one_eq_diagonal]
```

The characteristic polynomial p_H, evaluated at an energy z, is the secular determinant:

p_H(z) = det(z − H).

```lean
/-- Deflation: if `H v = x v`, the characteristic polynomial of `H + v uᵀ` times `X - x` equals that
of `H` times `X - (x + uᵀv)`. For `v ≠ 0`, one root `x` thus moves to `x + uᵀv`. -/
theorem charpoly_deflation (H : Matrix n n ℂ) (v u : n → ℂ) (x : ℂ)
    (hv : H *ᵥ v = x • v) :
    (H + vecMulVec v u).charpoly * (X - C x) = H.charpoly * (X - C (x + u ⬝ᵥ v)) := by
  apply Polynomial.funext
  intro z
  simp only [Polynomial.eval_mul, Polynomial.eval_sub, Polynomial.eval_X, Polynomial.eval_C,
    secular_determinant]
  by_cases hz : z = x
  · -- at the eigenvalue itself both sides vanish
    rw [hz]
    by_cases h0 : v = 0
    · simp [h0]
    · have hdet : (x • (1 : Matrix n n ℂ) - H).det = 0 :=
        Matrix.exists_mulVec_eq_zero_iff.mp
          ⟨v, h0, by simp [Matrix.sub_mulVec, Matrix.smul_mulVec, hv]⟩
      rw [hdet]
      simp
  · -- elsewhere the perturbed matrix factors through a rank-one update of the identity
    have hi : (z - x)⁻¹ * (z - x) = 1 := inv_mul_cancel₀ (sub_ne_zero.mpr hz)
    have hM : (z • (1 : Matrix n n ℂ) - H) *ᵥ ((-(z - x)⁻¹) • v) = -v := by
      rw [Matrix.mulVec_smul, Matrix.sub_mulVec, Matrix.smul_mulVec, Matrix.one_mulVec, hv,
        ← sub_smul, smul_smul, neg_mul, hi, neg_smul, one_smul]
    have hfac : z • (1 : Matrix n n ℂ) - (H + vecMulVec v u)
        = (z • (1 : Matrix n n ℂ) - H) * (1 + vecMulVec ((-(z - x)⁻¹) • v) u) := by
      rw [mul_add, mul_one, Matrix.mul_vecMulVec, hM, Matrix.neg_vecMulVec]
      abel
    rw [hfac, Matrix.det_mul, Matrix.vecMulVec_eq Unit,
      Matrix.det_one_add_replicateCol_mul_replicateRow, dotProduct_smul, smul_eq_mul]
    linear_combination (-(z • (1 : Matrix n n ℂ) - H).det * (u ⬝ᵥ v)) * hi
```

Here `*ᵥ` applies a matrix to a column, `⬝ᵥ` is the unconjugated product, and `vecMulVec v u` is the matrix v uᵀ. The eigenvalue is called x, where textbooks write E or λ; capital `X` is the polynomial variable. The theorem says that if Hv = xv, then

p_{H+vuᵀ}(z) (z − x) = p_H(z) (z − x − uᵀv).

For z ≠ x, use (z − H)v = (z − x)v to factor

z − H − vuᵀ = (z − H)(1 − vuᵀ/(z − x)).

The last factor is a rank-one update of the identity, with determinant 1 − uᵀv/(z − x). Taking determinants and multiplying by z − x gives the claim.

At z = x the left side is zero. So is the right side: det(x − H) = 0 if v ≠ 0, and uᵀv = 0 if v = 0. The proof makes the same split with `by_cases`, and `Polynomial.funext` turns equality at every z into equality of polynomials.

```lean
omit [DecidableEq n] in
/-- For a symmetric `H`, the transpose of a right eigenvector is a left eigenvector with the
same eigenvalue. -/
theorem left_eigenvector (H : Matrix n n ℂ) (hH : H.IsSymm) (v : n → ℂ) (x : ℂ)
    (hv : H *ᵥ v = x • v) : v ᵥ* H = x • v := by
  rw [← hv, ← Matrix.vecMul_transpose, hH.eq]
```

`H.IsSymm` means Hᵀ = H, and `ᵥ*` multiplies a matrix by a row from the left. Transposing Hv = xv gives

vᵀH = x vᵀ.

```lean
/-- Self-orthogonality forces a multiple eigenvalue: if the complex matrix `H` is symmetric,
`H v = x v` with `v ≠ 0`, and `vᵀv = 0` without conjugation, then `x` is a root of the
characteristic polynomial of multiplicity at least two. -/
theorem two_le_multiplicity_of_self_orthogonal (H : Matrix n n ℂ) (hH : H.IsSymm)
    (v : n → ℂ) (x : ℂ) (hv : H *ᵥ v = x • v) (h0 : v ≠ 0) (hvv : v ⬝ᵥ v = 0) :
    2 ≤ H.charpoly.rootMultiplicity x := by
  -- choose `u` with `uᵀv = 1`, so that deflation moves one copy of `x` to `x + 1`
  obtain ⟨u, hu⟩ : ∃ u : n → ℂ, u ⬝ᵥ v = 1 := by
    obtain ⟨i, hi⟩ := Function.ne_iff.mp h0
    exact ⟨Pi.single i (v i)⁻¹, by rw [single_dotProduct]; exact inv_mul_cancel₀ hi⟩
  have hdef := charpoly_deflation H v u x hv
  rw [hu] at hdef
  -- the added term is invisible from the left, because `vᵀv = 0`
  have hr : v ᵥ* vecMulVec v u = 0 := by
    ext j
    calc (v ᵥ* vecMulVec v u) j = (v ⬝ᵥ v) * u j := by
          simp only [Matrix.vecMul, dotProduct, Matrix.vecMulVec_apply, Finset.sum_mul,
            mul_assoc]
      _ = (0 : n → ℂ) j := by simp [hvv]
  -- hence `x` is still an eigenvalue after the deflation
  have hroot : (H + vecMulVec v u).charpoly.IsRoot x := by
    rw [Polynomial.IsRoot.def, secular_determinant]
    refine Matrix.exists_vecMul_eq_zero_iff.mp ⟨v, h0, ?_⟩
    rw [Matrix.vecMul_sub, Matrix.vecMul_add, hr, left_eigenvector H hH v x hv,
      Matrix.vecMul_smul, Matrix.vecMul_one, add_zero, sub_self]
  obtain ⟨q, hq⟩ := Polynomial.dvd_iff_isRoot.mpr hroot
  have hdvd : (X - C x) ^ 2 ∣ H.charpoly * (X - C (x + 1)) :=
    ⟨q, by rw [← hdef, hq]; ring⟩
  have hcop : IsCoprime (X - C x) (X - C (x + 1)) :=
    ⟨1, -1, by rw [Polynomial.C_add, Polynomial.C_1]; ring⟩
  exact (Polynomial.le_rootMultiplicity_iff H.charpoly_monic.ne_zero).mpr
    (hcop.pow_left.dvd_of_dvd_mul_right hdvd)
```

The hypotheses are Hᵀ = H, Hv = xv, v ≠ 0 and vᵀv = 0. The conclusion is that x has algebraic multiplicity at least two. It does not distinguish an exceptional point, where eigenvectors are missing, from an ordinary degeneracy.

Some component vᵢ is nonzero. Let u have the single nonzero entry 1/vᵢ at position i, so that uᵀv = 1, and set K = H + vuᵀ. The previous identity becomes

p_K(z) (z − x) = p_H(z) (z − x − 1).

One copy of x has moved to x + 1. Yet x is still an eigenvalue of K, because

vᵀK = x vᵀ + (vᵀv) uᵀ = x vᵀ.

Hence p_K(z) = (z − x) q(z) for some polynomial q, and

(z − x)² q(z) = p_H(z) (z − x − 1).

The factors z − x and z − x − 1 have no common root, so (z − x)² divides p_H. In the code, `hr` removes the added term, `hroot` gives the surviving root, and `hcop` supplies the coprimality.

```lean
/-- An eigenvector `v ≠ 0` of a symmetric `H` whose eigenvalue is a simple root of the
characteristic polynomial can be rescaled to satisfy `vᵀv = 1` without conjugation. -/
theorem exists_normalization_of_simple (H : Matrix n n ℂ) (hH : H.IsSymm)
    (v : n → ℂ) (x : ℂ) (hv : H *ᵥ v = x • v) (h0 : v ≠ 0)
    (hx : H.charpoly.rootMultiplicity x = 1) :
    ∃ c : ℂ, (c • v) ⬝ᵥ (c • v) = 1 := by
  have hvv : v ⬝ᵥ v ≠ 0 := by
    intro h
    have h2 := two_le_multiplicity_of_self_orthogonal H hH v x hv h0 h
    omega
  -- take a complex square root of the inverse of `vᵀv`
  obtain ⟨c, hc⟩ := IsAlgClosed.exists_pow_nat_eq (v ⬝ᵥ v)⁻¹ (n := 2) (by norm_num)
  refine ⟨c, ?_⟩
  rw [smul_dotProduct, dotProduct_smul, smul_eq_mul, smul_eq_mul]
  linear_combination (v ⬝ᵥ v) * hc + inv_mul_cancel₀ hvv
```

If x is a simple root, then vᵀv ≠ 0 by the preceding theorem. Choose a complex c with c² = 1/(vᵀv); then

(cv)ᵀ(cv) = c² vᵀv = 1.

```lean
/-- If `H v = x v` and `vᵀv = 0`, the perturbation `t v vᵀ` leaves the characteristic
polynomial of `H` unchanged for every complex strength `t`. -/
theorem isospectral_perturbation (H : Matrix n n ℂ) (v : n → ℂ) (x t : ℂ)
    (hv : H *ᵥ v = x • v) (hvv : v ⬝ᵥ v = 0) :
    (H + t • vecMulVec v v).charpoly = H.charpoly := by
  have ht : t • vecMulVec v v = vecMulVec v (t • v) := by
    ext i j
    simp only [Matrix.smul_apply, Matrix.vecMulVec_apply, Pi.smul_apply, smul_eq_mul]
    ring
  have h := charpoly_deflation H v (t • v) x hv
  rw [smul_dotProduct, hvv, smul_zero, add_zero] at h
  rw [ht]
  exact mul_right_cancel₀ (Polynomial.X_sub_C_ne_zero x) h
```

Put u = tv in the deflation identity. Since uᵀv = t vᵀv = 0, both sides carry the same factor z − x, which cancels. The perturbation t vvᵀ therefore moves no eigenvalue, at any strength t. Symmetry of H is not used.

```lean
/-- The two-level matrix with diagonal entries `E + iγ` and `E - iγ` and coupling `γ` is
symmetric and has the nonzero self-orthogonal eigenvector `(1, -i)` with eigenvalue `E`. -/
theorem self_orthogonal_witness (E γ : ℂ) :
    (!![E + Complex.I * γ, γ; γ, E - Complex.I * γ]).IsSymm ∧
    !![E + Complex.I * γ, γ; γ, E - Complex.I * γ] *ᵥ ![1, -Complex.I]
      = E • ![1, -Complex.I] ∧
    (![1, -Complex.I] : Fin 2 → ℂ) ≠ 0 ∧
    (![1, -Complex.I] : Fin 2 → ℂ) ⬝ᵥ ![1, -Complex.I] = 0 := by
  refine ⟨?_, ?_, ?_, ?_⟩
  · ext i j
    fin_cases i <;> fin_cases j <;> simp
  · ext i
    fin_cases i
    · simp [Matrix.mulVec, dotProduct, Fin.sum_univ_two]
      ring
    · simp [Matrix.mulVec, dotProduct, Fin.sum_univ_two]
      linear_combination γ * Complex.I_sq
  · intro h
    simpa using congrFun h 0
  · simp [dotProduct, Fin.sum_univ_two]
```

For real E and γ > 0 this is a two-level system with balanced gain and loss, whose coupling equals the imaginary part γ of the first diagonal entry. It satisfies all the hypotheses of the multiplicity theorem. In the usual norm the eigenvector is (1, −i)/√2, and its unconjugated square is still zero. For γ ≠ 0 the matrix is at an exceptional point; for γ = 0 it is E times the identity.

```lean
/-- Without symmetry, a self-orthogonal eigenvector can belong to a simple eigenvalue: the
non-symmetric matrix with rows `(1, 0)` and `(i, 0)` has the self-orthogonal eigenvector `(1, i)`
with eigenvalue `1`, while its characteristic polynomial is `X (X - 1)`. -/
theorem symmetry_needed :
    !![1, 0; Complex.I, 0] *ᵥ ![1, Complex.I] = (1 : ℂ) • ![1, Complex.I] ∧
    (![1, Complex.I] : Fin 2 → ℂ) ⬝ᵥ ![1, Complex.I] = 0 ∧
    (!![1, 0; Complex.I, 0]).charpoly = X * (X - 1) := by
  refine ⟨?_, ?_, ?_⟩
  · ext i
    fin_cases i <;> simp [Matrix.mulVec, dotProduct, Fin.sum_univ_two]
  · simp [dotProduct, Fin.sum_univ_two]
  · rw [Matrix.charpoly_fin_two, Matrix.trace_fin_two, Matrix.det_fin_two]
    simp
    ring

end SelfOrthogonalResonance
```

With no condition on H, the conclusion fails: here vᵀv = 1 + i² = 0, but the eigenvalues 0 and 1 are both simple. The left eigenvector for eigenvalue 1 is (1, 0), whose product with v is 1.

This points to a neighbouring result for general H, which follows by the same argument although it is not stated in the code. If nonzero w and v satisfy wᵀH = x wᵀ, Hv = xv and wᵀv = 0, then x is at least a double root. Symmetry serves only to allow w = v.

```lean
#print axioms SelfOrthogonalResonance.two_le_multiplicity_of_self_orthogonal
-- 'SelfOrthogonalResonance.two_le_multiplicity_of_self_orthogonal' depends on axioms: [propext, Classical.choice, Quot.sound]
#print axioms SelfOrthogonalResonance.exists_normalization_of_simple
-- 'SelfOrthogonalResonance.exists_normalization_of_simple' depends on axioms: [propext, Classical.choice, Quot.sound]
#print axioms SelfOrthogonalResonance.isospectral_perturbation
-- 'SelfOrthogonalResonance.isospectral_perturbation' depends on axioms: [propext, Classical.choice, Quot.sound]
#print axioms SelfOrthogonalResonance.symmetry_needed
-- 'SelfOrthogonalResonance.symmetry_needed' depends on axioms: [propext, Classical.choice, Quot.sound]
```
